# Klein tunnelling at normal incidence: a continuous electrostatic potential V(x) does not reflect massless Dirac electrons

A scattering state is taken here to be a spinor that solves the stationary graphene Dirac equation on the whole line, equal to an incident plus a reflected plane wave up to a point a, and to a transmitted plane wave alone from a point b onwards. At normal incidence on a continuous real potential V(x), every such state has reflected amplitude zero.

```lean
import Mathlib

open Matrix Complex

namespace GrapheneKleinTunnelling

noncomputable section

/-- The Pauli matrix `σ_x`. -/
def sigmaX : Matrix (Fin 2) (Fin 2) ℂ := !![0, 1; 1, 0]

/-- The Pauli matrix `σ_y`. -/
def sigmaY : Matrix (Fin 2) (Fin 2) ℂ := !![0, -I; I, 0]

/-- A differentiable spinor `ψ` solves `-i σ_x ψ' + q σ_y ψ + V ψ = E ψ`, the Dirac equation
with transverse momentum `q`; normal incidence is `q = 0`. -/
def IsDiracState (q : ℝ) (V : ℝ → ℝ) (E : ℝ) (ψ : ℝ → Fin 2 → ℂ) : Prop :=
  Differentiable ℝ ψ ∧ ∀ x, (-I) • (sigmaX *ᵥ deriv ψ x) + (q : ℂ) • (sigmaY *ᵥ ψ x)
    + (V x : ℂ) • ψ x = (E : ℂ) • ψ x

/-- The right-moving amplitude `ψ₀ + ψ₁`. -/
def rightAmp (ψ : ℝ → Fin 2 → ℂ) (x : ℝ) : ℂ := ψ x 0 + ψ x 1

/-- The left-moving amplitude `ψ₀ - ψ₁`. -/
def leftAmp (ψ : ℝ → Fin 2 → ℂ) (x : ℝ) : ℂ := ψ x 0 - ψ x 1

/-- The phase `E (x - a) - ∫ₐˣ V` accumulated between `a` and `x`. -/
def phase (V : ℝ → ℝ) (E a x : ℝ) : ℝ := E * (x - a) - ∫ s in a..x, V s

/-- Scattering form: up to `a` a unit incident wave plus a reflected wave of amplitude `r`,
from `b` onwards only a transmitted wave of amplitude `t`. -/
def IsScattering (a b E : ℝ) (r t : ℂ) (ψ : ℝ → Fin 2 → ℂ) : Prop :=
  (∀ x ≤ a, ψ x = cexp (I * (E * x)) • ![1, 1] + (r * cexp (-(I * (E * x)))) • ![1, -1]) ∧
  (∀ x ≥ b, ψ x = (t * cexp (I * (E * x))) • ![1, 1])

/-- The Dirac equation at one point, written out for the two sublattice components. -/
theorem dirac_iff (q v E : ℝ) (d s : Fin 2 → ℂ) :
    (-I) • (sigmaX *ᵥ d) + (q : ℂ) • (sigmaY *ᵥ s) + (v : ℂ) • s = (E : ℂ) • s ↔
      (-I * d 1 - I * q * s 1 + v * s 0 = E * s 0) ∧
      (-I * d 0 + I * q * s 0 + v * s 1 = E * s 1) := by
  have hx : sigmaX *ᵥ d = ![d 1, d 0] := by
    ext i; fin_cases i <;> simp [sigmaX, Matrix.mulVec, dotProduct, Fin.sum_univ_two]
  have hy : sigmaY *ᵥ s = ![-I * s 1, I * s 0] := by
    ext i; fin_cases i <;> simp [sigmaY, Matrix.mulVec, dotProduct, Fin.sum_univ_two]
  rw [hx, hy, funext_iff, Fin.forall_fin_two]
  simp only [Pi.add_apply, Pi.smul_apply, smul_eq_mul, cons_val_zero, cons_val_one]
  constructor
  · rintro ⟨h0, h1⟩
    exact ⟨by linear_combination h0, by linear_combination h1⟩
  · rintro ⟨h0, h1⟩
    exact ⟨by linear_combination h0, by linear_combination h1⟩

/-- The Dirac equation in terms of right- and left-movers: the transverse momentum `q` is the
coefficient that couples them. -/
theorem mover_equations {q E : ℝ} {V : ℝ → ℝ} {ψ : ℝ → Fin 2 → ℂ}
    (h : IsDiracState q V E ψ) (x : ℝ) :
    HasDerivAt (rightAmp ψ) (I * (E - V x) * rightAmp ψ x + q * leftAmp ψ x) x ∧
    HasDerivAt (leftAmp ψ) (-I * (E - V x) * leftAmp ψ x + q * rightAmp ψ x) x := by
  have hd := hasDerivAt_pi.1 (h.1 x).hasDerivAt
  obtain ⟨e0, e1⟩ := (dirac_iff _ _ _ _ _).1 (h.2 x)
  constructor
  · refine HasDerivAt.congr_deriv ((hd 0).fun_add (hd 1)) ?_
    simp only [rightAmp, leftAmp]
    linear_combination I * (e0 + e1)
      + (deriv ψ x 0 + deriv ψ x 1 - q * (ψ x 0 - ψ x 1)) * Complex.I_sq
  · refine HasDerivAt.congr_deriv ((hd 0).fun_sub (hd 1)) ?_
    simp only [rightAmp, leftAmp]
    linear_combination I * (e1 - e0)
      + (deriv ψ x 0 - deriv ψ x 1 - q * (ψ x 0 + ψ x 1)) * Complex.I_sq

/-- An amplitude obeying `f' = i c(x) f` with real `c` has constant modulus. -/
theorem norm_const_of_phase_rotation {f : ℝ → ℂ} {c : ℝ → ℝ}
    (h : ∀ x, HasDerivAt f (I * (c x : ℂ) * f x) x) (x y : ℝ) : ‖f x‖ = ‖f y‖ := by
  have hg : ∀ z, HasDerivAt (fun z => (f z).re ^ 2 + (f z).im ^ 2) 0 z := by
    intro z
    have hr : HasDerivAt (fun z => (f z).re) (I * (c z : ℂ) * f z).re z :=
      Complex.reCLM.hasFDerivAt.comp_hasDerivAt z (h z)
    have hi : HasDerivAt (fun z => (f z).im) (I * (c z : ℂ) * f z).im z :=
      Complex.imCLM.hasFDerivAt.comp_hasDerivAt z (h z)
    refine ((hr.fun_pow 2).fun_add (hi.fun_pow 2)).congr_deriv ?_
    simp [Complex.mul_re, Complex.mul_im]
    ring
  have hc := is_const_of_deriv_eq_zero (fun z => (hg z).differentiableAt)
    (fun z => (hg z).deriv) x y
  have hs : ‖f x‖ ^ 2 = ‖f y‖ ^ 2 := by
    rw [Complex.sq_norm, Complex.sq_norm, Complex.normSq_apply, Complex.normSq_apply]
    linear_combination hc
  exact (sq_eq_sq₀ (norm_nonneg _) (norm_nonneg _)).1 hs

/-- At normal incidence `|ψ₀ + ψ₁|` and `|ψ₀ - ψ₁|` are constant in `x`, for any real potential. -/
theorem movers_conserved {E : ℝ} {V : ℝ → ℝ} {ψ : ℝ → Fin 2 → ℂ}
    (h : IsDiracState 0 V E ψ) (x y : ℝ) :
    ‖rightAmp ψ x‖ = ‖rightAmp ψ y‖ ∧ ‖leftAmp ψ x‖ = ‖leftAmp ψ y‖ := by
  constructor
  · exact norm_const_of_phase_rotation (c := fun z => E - V z)
      (fun z => (mover_equations h z).1.congr_deriv (by push_cast; ring)) x y
  · exact norm_const_of_phase_rotation (c := fun z => -(E - V z))
      (fun z => (mover_equations h z).2.congr_deriv (by push_cast; ring)) x y

/-- For a continuous potential the accumulated phase has derivative `E - V(x)` at `x`. -/
theorem phase_deriv {V : ℝ → ℝ} (hV : Continuous V) (E a x : ℝ) :
    HasDerivAt (phase V E a) (E - V x) x := by
  have h1 := ((hasDerivAt_id x).sub_const a).const_mul E
  have h2 := (hV.integral_hasStrictDerivAt a x).hasDerivAt
  have h3 : HasDerivAt (phase V E a) (E * 1 - V x) x := h1.fun_sub h2
  exact h3.congr_deriv (by ring)

/-- At normal incidence a continuous potential multiplies the right-moving amplitude by the
accumulated phase factor. -/
theorem rightAmp_eq {E : ℝ} {V : ℝ → ℝ} {ψ : ℝ → Fin 2 → ℂ} (hV : Continuous V)
    (h : IsDiracState 0 V E ψ) (a x : ℝ) :
    rightAmp ψ x = cexp (I * (phase V E a x : ℂ)) * rightAmp ψ a := by
  -- undoing the phase leaves a constant
  have hg : ∀ y, HasDerivAt
      (fun y => cexp (-(I * (phase V E a y : ℂ))) * rightAmp ψ y) 0 y := by
    intro y
    have h1 := ((phase_deriv hV E a y).ofReal_comp.const_mul I).fun_neg.cexp
    refine (h1.fun_mul (mover_equations h y).1).congr_deriv ?_
    simp only [Complex.ofReal_sub, Complex.ofReal_zero]
    ring
  have hc := is_const_of_deriv_eq_zero (fun z => (hg z).differentiableAt)
    (fun z => (hg z).deriv) x a
  have h0 : phase V E a a = 0 := by simp [phase]
  simp only [h0, Complex.ofReal_zero, mul_zero, neg_zero, Complex.exp_zero, one_mul] at hc
  rw [← hc, ← mul_assoc, ← Complex.exp_add]
  simp

/-- Klein tunnelling: at normal incidence on a continuous potential a scattering state has no
reflected wave, and its transmission amplitude is `exp(-i ∫ V)` over the barrier, of modulus one. -/
theorem klein_tunnelling {a b E : ℝ} {r t : ℂ} {V : ℝ → ℝ} {ψ : ℝ → Fin 2 → ℂ}
    (hV : Continuous V) (h : IsDiracState 0 V E ψ) (hs : IsScattering a b E r t ψ) :
    r = 0 ∧ t = cexp (-(I * ((∫ s in a..b, V s : ℝ) : ℂ))) ∧ ‖t‖ = 1 := by
  have ra : rightAmp ψ a = 2 * cexp (I * (E * a)) := by
    rw [rightAmp, hs.1 a le_rfl]
    simp only [Pi.add_apply, Pi.smul_apply, smul_eq_mul, cons_val_zero, cons_val_one]
    ring
  have la : leftAmp ψ a = 2 * (r * cexp (-(I * (E * a)))) := by
    rw [leftAmp, hs.1 a le_rfl]
    simp only [Pi.add_apply, Pi.smul_apply, smul_eq_mul, cons_val_zero, cons_val_one]
    ring
  have rb : rightAmp ψ b = 2 * (t * cexp (I * (E * b))) := by
    rw [rightAmp, hs.2 b le_rfl]
    simp only [Pi.smul_apply, smul_eq_mul, cons_val_zero, cons_val_one]
    ring
  have lb : leftAmp ψ b = 0 := by
    rw [leftAmp, hs.2 b le_rfl]
    simp only [Pi.smul_apply, smul_eq_mul, cons_val_zero, cons_val_one]
    ring
  -- no left-mover behind the barrier, hence none in front of it
  have hr : r = 0 := by
    have hl := (movers_conserved h a b).2
    rw [la, lb, norm_zero, norm_eq_zero] at hl
    simpa [Complex.exp_ne_zero] using hl
  have ht : t = cexp (-(I * ((∫ s in a..b, V s : ℝ) : ℂ))) := by
    have hp := rightAmp_eq hV h a b
    rw [ra, rb] at hp
    have key : cexp (I * (phase V E a b : ℂ)) * cexp (I * (E * a))
        = cexp (-(I * ((∫ s in a..b, V s : ℝ) : ℂ))) * cexp (I * (E * b)) := by
      rw [← Complex.exp_add, ← Complex.exp_add]
      congr 1
      simp only [phase, Complex.ofReal_sub, Complex.ofReal_mul]
      ring
    apply mul_right_cancel₀ (Complex.exp_ne_zero (I * (E * b)))
    linear_combination hp / 2 + key
  refine ⟨hr, ht, ?_⟩
  rw [ht, Complex.norm_exp]
  simp only [Complex.neg_re, Complex.re_mul_ofReal, Complex.I_re, zero_mul, neg_zero,
    Real.exp_zero]

/-- The spinor with both components equal to `exp(i (E x - ∫ₐˣ V))`. -/
def kleinState (V : ℝ → ℝ) (E a x : ℝ) : Fin 2 → ℂ :=
  fun _ => cexp (I * ((E * a + phase V E a x : ℝ) : ℂ))

/-- For every continuous potential that vanishes up to `a` and from `b` onwards, `kleinState`
solves the Dirac equation at normal incidence and has the scattering form. -/
theorem klein_tunnelling_witness {V : ℝ → ℝ} (hV : Continuous V) (E a b : ℝ)
    (hl : ∀ x ≤ a, V x = 0) (hr : ∀ x ≥ b, V x = 0) :
    IsDiracState 0 V E (kleinState V E a) ∧
    IsScattering a b E 0 (cexp (-(I * ((∫ s in a..b, V s : ℝ) : ℂ)))) (kleinState V E a) := by
  have hd : ∀ x, HasDerivAt (kleinState V E a)
      (fun i => kleinState V E a x i * (I * ((E - V x : ℝ) : ℂ))) x := fun x =>
    hasDerivAt_pi.2 fun _ =>
      (((phase_deriv hV E a x).const_add (E * a)).ofReal_comp.const_mul I).cexp
  refine ⟨⟨fun x => (hd x).differentiableAt, fun x => ?_⟩, fun x hx => ?_, fun x hx => ?_⟩
  · rw [(hd x).deriv]
    have hc : kleinState V E a x 1 = kleinState V E a x 0 := rfl
    refine (dirac_iff _ _ _ _ _).2 ⟨?_, ?_⟩ <;>
      simp only [hc, Complex.ofReal_sub, Complex.ofReal_zero] <;>
      linear_combination (-(kleinState V E a x 0 * (E - V x))) * Complex.I_sq
  · have h0 : ∫ s in a..x, V s = 0 := by
      have he : Set.EqOn V (fun _ => (0 : ℝ)) (Set.uIcc a x) := fun s hs => by
        rw [Set.uIcc_of_ge hx] at hs
        exact hl s hs.2
      rw [intervalIntegral.integral_congr he]
      simp
    have e : ∀ i, kleinState V E a x i = cexp (I * (E * x)) := fun i => by
      simp only [kleinState, phase, h0]
      congr 1
      push_cast
      ring
    ext i
    rw [e i]
    fin_cases i <;> simp
  · have h0 : ∫ s in b..x, V s = 0 := by
      have he : Set.EqOn V (fun _ => (0 : ℝ)) (Set.uIcc b x) := fun s hs => by
        rw [Set.uIcc_of_le hx] at hs
        exact hr s hs.1
      rw [intervalIntegral.integral_congr he]
      simp
    have h1 : ∫ s in a..x, V s = ∫ s in a..b, V s := by
      rw [← intervalIntegral.integral_add_adjacent_intervals
        (hV.intervalIntegrable a b) (hV.intervalIntegrable b x), h0, add_zero]
    have e : ∀ i, kleinState V E a x i
        = cexp (-(I * ((∫ s in a..b, V s : ℝ) : ℂ))) * cexp (I * (E * x)) := fun i => by
      rw [← Complex.exp_add]
      simp only [kleinState, phase, h1]
      congr 1
      simp only [Complex.ofReal_add, Complex.ofReal_sub, Complex.ofReal_mul]
      ring
    ext i
    rw [e i]
    fin_cases i <;> simp

/-- The spinor `(exp(q x), 0)`, living on one sublattice. -/
def sublatticeState (q x : ℝ) : Fin 2 → ℂ := ![cexp ((q * x : ℝ) : ℂ), 0]

/-- For every transverse momentum `q ≠ 0`, `sublatticeState` solves the Dirac equation in the
constant potential `V = E`, and its right-moving amplitude does not have constant modulus. -/
theorem oblique_not_conserved {q : ℝ} (hq : q ≠ 0) (E : ℝ) :
    IsDiracState q (fun _ => E) E (sublatticeState q) ∧
    ‖rightAmp (sublatticeState q) 0‖ ≠ ‖rightAmp (sublatticeState q) 1‖ := by
  have hd : ∀ x, HasDerivAt (sublatticeState q) ![cexp ((q * x : ℝ) : ℂ) * q, 0] x := by
    intro x
    have h0 : HasDerivAt (fun y : ℝ => cexp ((q * y : ℝ) : ℂ))
        (cexp ((q * x : ℝ) : ℂ) * q) x := by
      have h := ((hasDerivAt_id x).const_mul q).ofReal_comp.cexp
      exact h.congr_deriv (by simp)
    exact hasDerivAt_pi.2 (Fin.forall_fin_two.2 ⟨h0, hasDerivAt_const x (0 : ℂ)⟩)
  refine ⟨⟨fun x => (hd x).differentiableAt, fun x => ?_⟩, ?_⟩
  · rw [(hd x).deriv]
    refine (dirac_iff _ _ _ _ _).2 ⟨?_, ?_⟩ <;>
      simp only [sublatticeState, cons_val_zero, cons_val_one] <;> ring
  · have n : ∀ x, ‖rightAmp (sublatticeState q) x‖ = Real.exp (q * x) := fun x => by
      simp [rightAmp, sublatticeState, Complex.norm_exp]
    rw [n, n]
    intro h
    have h' := Real.exp_injective h
    apply hq
    linarith

end

end GrapheneKleinTunnelling
```

```lean
#print axioms GrapheneKleinTunnelling.klein_tunnelling
#print axioms GrapheneKleinTunnelling.oblique_not_conserved
```

```
'GrapheneKleinTunnelling.klein_tunnelling' depends on axioms: [propext, Classical.choice, Quot.sound]
'GrapheneKleinTunnelling.oblique_not_conserved' depends on axioms: [propext, Classical.choice, Quot.sound]
```

## The equation and its two movers

The model is the continuum theory of one graphene valley, in units where ħ and the Fermi velocity are 1. The potential depends on x only, so the motion along y is a plane wave exp(iqy) with transverse momentum q, and what remains is an equation in x:

−i σ_x ψ′ + q σ_y ψ + V ψ = E ψ.

`IsDiracState q V E ψ` says that ψ is differentiable and satisfies this at every x. A spinor has type `ℝ → Fin 2 → ℂ`; its components, the amplitudes on the two sublattices, are written ψ₀ and ψ₁, as Lean numbers them. Normal incidence is q = 0. Since V and E have type ℝ, there is no absorption or gain.

The amplitudes `rightAmp` and `leftAmp` are

R = ψ₀ + ψ₁ and L = ψ₀ − ψ₁.

They belong to the eigenvectors (1, 1) and (1, −1) of σ_x, which is the velocity operator along x, with eigenvalues +1 and −1. The names "right" and "left" therefore refer to velocity and hold for either sign of E. Both vectors have length √2, so the normalised amplitudes are R/√2 and L/√2; the common factor does not affect r or t.

`IsScattering a b E r t ψ` prescribes

ψ(x) = exp(iEx) (1, 1) + r exp(−iEx) (1, −1) for x ≤ a,

ψ(x) = t exp(iEx) (1, 1) for x ≥ b.

## What is proved about reflection and transmission

`movers_conserved` states that |R| and |L| take the same value at any two points when q = 0. Continuity of V is not among its hypotheses, but ψ has to be differentiable at every x, and at q = 0 no nonzero solution is differentiable at a jump of V. Potentials with steps are therefore not covered in any useful sense.

`klein_tunnelling` assumes that V is continuous and that ψ is a scattering state at q = 0. It concludes

r = 0, t = exp(−i ∫ₐᵇ V ds), |t| = 1.

The barrier leaves only a phase on the transmitted wave. `klein_tunnelling_witness` shows that such states exist: for every continuous V that vanishes up to a and from b onwards, and every E, it gives an explicit one.

`oblique_not_conserved` shows where q = 0 matters. For each q ≠ 0 there is a solution, in the constant potential V = E, for which |R| differs between x = 0 and x = 1. That solution, proportional to exp(qx), is unbounded on one side and is not a scattering state, so the theorem refutes the conservation law at oblique incidence and computes no reflection probability there.

In this non-interacting, single-valley model, a static gate potential that is continuous, depends on x only and vanishes outside an interval does not reflect carriers that arrive head-on. A mass term, a magnetic field, scattering between valleys and lattice corrections to the linear dispersion are all absent from the equation. The textbook square barrier, with its abrupt steps, does not satisfy the continuity hypothesis. In this model it does not reflect at normal incidence either: ψ is then required to be continuous at each step and to solve the equation between the steps, so |L| is still constant. That case is not proved in the Lean code.

## Decoupling the movers by hand

Since σ_x ψ′ = (ψ₁′, ψ₀′) and σ_y ψ = (−iψ₁, iψ₀), the two components of the equation are

−iψ₁′ − iqψ₁ + Vψ₀ = Eψ₀,

−iψ₀′ + iqψ₀ + Vψ₁ = Eψ₁.

Multiplying by i and solving for the derivatives gives

ψ₁′ = i(E − V)ψ₀ − qψ₁,

ψ₀′ = i(E − V)ψ₁ + qψ₀.

Their sum and difference are

R′ = i(E − V)R + qL,

L′ = −i(E − V)L + qR.

At q = 0 each amplitude obeys f′ = i c(x) f with c real. Then

(|f|²)′ = 2 Re(f* f′) = 2 Re(i c |f|²) = 0,

so |f| is constant.

For the phase, let

φ(x) = E(x − a) − ∫ₐˣ V ds.

When V is continuous, φ′ = E − V, and therefore

(exp(−iφ) R)′ = exp(−iφ) (−i(E − V)R + i(E − V)R) = 0.

Because φ(a) = 0, this gives R(x) = exp(iφ(x)) R(a).

The scattering form supplies the values at the two ends:

R(a) = 2 exp(iEa), L(a) = 2r exp(−iEa),

R(b) = 2t exp(iEb), L(b) = 0.

Constancy of |L| gives 2|r| = 0, hence r = 0. The phase law at x = b reads

2t exp(iEb) = exp(iE(b − a) − i ∫ₐᵇ V ds) · 2 exp(iEa),

and cancelling 2 exp(iEb) leaves t = exp(−i ∫ₐᵇ V ds). The exponent is purely imaginary, so |t| = 1.

For existence, set both components equal to exp(i(Ea + φ(x))). Then L = 0 and R obeys its equation. Up to a the integral in φ vanishes and each component is exp(iEx); from b onwards the integral keeps its value ∫ₐᵇ V ds, which produces the factor t.

For the oblique example, take ψ = (exp(qx), 0) with V = E. The component equations reduce to ψ₀′ = qψ₀ and ψ₁′ = −qψ₁, which hold for ψ₀ = exp(qx) and ψ₁ = 0. Here R = exp(qx), with modulus 1 at x = 0 and exp(q) at x = 1.

## The same steps in Lean

`dirac_iff` turns the matrix equation at one point into the two component equations. `mover_equations` adds and subtracts them; its `linear_combination` calls carry out the multiplication by i, using `Complex.I_sq` for i² = −1.

`norm_const_of_phase_rotation` differentiates (Re f)² + (Im f)², finds zero, and applies `is_const_of_deriv_eq_zero`. `movers_conserved` uses it twice, with c = E − V for R and c = −(E − V) for L.

`phase_deriv` is the fundamental theorem of calculus applied to φ, and `rightAmp_eq` shows that exp(−iφ)R has zero derivative. In `klein_tunnelling`, the facts `ra`, `la`, `rb` and `lb` are the four end values. The proof of `hr` uses only the conservation of |L|; continuity enters through `ht`, where the phase law fixes t.

The witness proof differentiates `kleinState`, checks the components through `dirac_iff`, and evaluates the integral separately on each side of the barrier. The last theorem computes |R| = exp(qx) and uses injectivity of the real exponential: equal moduli at 0 and 1 would force q = 0.
